# For a symmetric matrix Hamiltonian, Cooley's matching-point correction is a Newton step

Take two sites, with
$$H=\begin{pmatrix}a&b\\b&c\end{pmatrix},$$
and a trial energy $E\ne c$. I set $u_1=1$ and solve the second row of $(H-E)u=0$, which gives $u_2=-b/(c-E)$. The first row then misses zero by
$$F(E)=a-E-\frac{b^2}{c-E},\qquad F'(E)=-1-\frac{b^2}{(c-E)^2}=-(u_1^2+u_2^2).$$
So Newton's step for $F=0$ is $E+F/\langle u,u\rangle$, which has the form of Cooley's energy correction for a vibrational wavefunction matched at one grid point. Does this hold for any real symmetric matrix and any matching site? I would like a full derivation and a machine-checked proof.

## The slope of the mismatch is minus the squared norm

Yes, provided the problem with the matching site $m$ removed is nonsingular at $E$. Write $d(E)=\mathrm{adj}(H-E)_{mm}$ for its determinant. If $d(E)=0$, a nonzero function vanishing at $m$ solves all the other equations, and fixing the value at $m$ no longer determines the trial function. For $d(E)\neq0$ define
$$u_i=\frac{\mathrm{adj}(H-E)_{im}}{d(E)},\qquad F(E)=\frac{\det(H-E)}{d(E)}.$$

Column $m$ of $(H-E)\,\mathrm{adj}(H-E)=\det(H-E)\,1$, divided by $d$, gives
$$u_m=1,\qquad (H-E)u=F(E)\,e_m,$$
where $e_m$ is the unit vector at $m$. If $H-E$ is invertible and $g=((H-E)^{-1})_{mm}$, then $g=d/\det(H-E)$, so $F=1/g$ and $u=(H-E)^{-1}e_m/g$.

Let $v$ solve every equation except the one at $m$. Then $v-v_mu$ vanishes at $m$ and solves the problem with $m$ removed, so it is zero. Hence $v=v_mu$. In particular, for a tridiagonal $H$ whose entries next to the diagonal are all nonzero, shooting from both sides to $m$ and scaling the two parts to agree there produces $u$ up to scale.

Now take a second energy $E'$ with $d(E')\ne0$ and matched function $u'$. Since $u_m=u'_m=1$,
$$\langle u',Hu\rangle=E\langle u',u\rangle+F(E),\qquad \langle u,Hu'\rangle=E'\langle u,u'\rangle+F(E').$$
The left sides agree by symmetry, so
$$F(E')-F(E)=-(E'-E)\langle u,u'\rangle.$$
The entries of the adjugate are polynomials in the energy, so $u'\to u$ as $E'\to E$, and $F'(E)=-\langle u,u\rangle$. This is nonzero because $u_m=1$.

Pairing $u$ with $Hu=Eu+Fe_m$ gives $\langle u,Hu\rangle=E\langle u,u\rangle+F$. Therefore
$$E-\frac{F}{F'}=E+\frac{F}{\langle u,u\rangle}=\frac{\langle u,Hu\rangle}{\langle u,u\rangle}.$$
For an unnormalised $v=v_mu$ with $v_m\ne0$, we have $((H-E)v)_m=v_mF$ and $\langle v,v\rangle=v_m^2\langle u,u\rangle$, so the step is
$$E+\frac{v_m((H-E)v)_m}{\langle v,v\rangle}.$$
Finally, $\det(H-E)=F\,d$, so where $d\ne0$ the zeros of $F$ are exactly eigenvalues of $H$.

## What the Lean theorems say

The finite type `n` labels the sites, and `H.IsSymm` is the symmetry of the real matrix. `shifted H E` is $H-E$, `nodeDet` is $d$, `matched` is $u$ and `mismatch` is $F$. The product `⬝ᵥ` is the plain sum over sites, without grid weights.

`hasDerivAt_mismatch` gives the slope, `newton_eq_rayleigh` the Rayleigh quotient, and `cooley_correction` the formula for unnormalised $v$. `resolvent_form` connects these definitions to $g$; the other results also allow $E$ to be an eigenvalue.

$H$ need not be tridiagonal. For one-dimensional vibrational levels, the result covers finite grids whose discretised equation is an ordinary symmetric eigenproblem, such as three-point differences on a uniform grid with the wavefunction set to zero beyond both ends. It does not cover shooting with Numerov's recurrence, for which Cooley's formula is usually written, or the convergence of repeated steps.

```lean
import Mathlib

open Matrix Topology Filter

namespace CooleyNewton

noncomputable section

variable {n : Type*} [Fintype n] [DecidableEq n]

/-- The shifted Hamiltonian `H - E`. -/
def shifted (H : Matrix n n ℝ) (E : ℝ) : Matrix n n ℝ := H - E • (1 : Matrix n n ℝ)

/-- The diagonal cofactor of `H - E` at the matching site `m`: the determinant of the
problem in which site `m` has been removed. -/
def nodeDet (H : Matrix n n ℝ) (m : n) (E : ℝ) : ℝ := (shifted H E).adjugate m m

/-- The matched trial function at energy `E`, with matching site `m`.
Its domain is `nodeDet H m E ≠ 0`. -/
def matched (H : Matrix n n ℝ) (m : n) (E : ℝ) : n → ℝ :=
  fun i => (shifted H E).adjugate i m / nodeDet H m E

/-- The mismatch function `F(E)`, a ratio of the full determinant to the cofactor at `m`.
Its domain is `nodeDet H m E ≠ 0`. -/
def mismatch (H : Matrix n n ℝ) (m : n) (E : ℝ) : ℝ :=
  (shifted H E).det / nodeDet H m E

/-- The shifted Hamiltonian acts on a vector as `H v - E v`. -/
lemma shifted_mulVec (H : Matrix n n ℝ) (E : ℝ) (v : n → ℝ) :
    shifted H E *ᵥ v = H *ᵥ v - E • v := by
  simp [shifted, Matrix.sub_mulVec, Matrix.smul_mulVec]

/-- If the cofactor at `m` is nonzero, the matched function equals one at `m` and solves
`(H - E) u = F(E) e_m`: the Schrödinger equation fails at most at the matching site. -/
theorem matched_spec {H : Matrix n n ℝ} {m : n} {E : ℝ} (ha : nodeDet H m E ≠ 0) :
    matched H m E m = 1 ∧
      shifted H E *ᵥ matched H m E = Pi.single m (mismatch H m E) := by
  refine ⟨div_self ha, ?_⟩
  ext i
  -- column `m` of the identity `A * adj A = det A • 1`
  calc (shifted H E *ᵥ matched H m E) i
      = (shifted H E * (shifted H E).adjugate) i m / nodeDet H m E := by
        simp only [Matrix.mulVec, dotProduct, matched, Matrix.mul_apply,
          Finset.sum_div, mul_div_assoc]
    _ = (Pi.single m (mismatch H m E) : n → ℝ) i := by
        rw [Matrix.mul_adjugate]
        by_cases hi : i = m
        · rw [hi]
          simp [mismatch]
        · simp [hi]

/-- If the cofactor at `m` is nonzero, every vector that satisfies the Schrödinger equation
at all sites other than `m` is the matched function times its own value at `m`. -/
theorem eq_smul_matched {H : Matrix n n ℝ} {m : n} {E : ℝ} (ha : nodeDet H m E ≠ 0)
    {v : n → ℝ} (hv : ∀ i, i ≠ m → (shifted H E *ᵥ v) i = 0) :
    v = v m • matched H m E := by
  obtain ⟨h1, h2⟩ := matched_spec ha
  -- replace equation `m` by the condition that fixes the value at `m`
  have hB : ((shifted H E).updateRow m (Pi.single m 1)).det ≠ 0 := by
    rw [← Matrix.adjugate_apply]
    exact ha
  have hz : (shifted H E).updateRow m (Pi.single m 1) *ᵥ (v - v m • matched H m E) = 0 := by
    ext i
    change (shifted H E).updateRow m (Pi.single m 1) i ⬝ᵥ (v - v m • matched H m E) = 0
    by_cases hi : i = m
    · rw [hi, Matrix.updateRow_self, single_dotProduct]
      simp [h1]
    · rw [Matrix.updateRow_ne hi]
      change (shifted H E *ᵥ (v - v m • matched H m E)) i = 0
      rw [Matrix.mulVec_sub, Matrix.mulVec_smul, h2]
      simp [hv i hi, hi]
  exact sub_eq_zero.mp (Matrix.eq_zero_of_mulVec_eq_zero hB hz)

/-- Let `H - E` be invertible, with resolvent element `g = ((H - E)⁻¹)_mm`. Then `g` is nonzero
exactly when the cofactor at `m` is, and in that case `F g = 1` and `g u` is column `m` of the
resolvent. -/
theorem resolvent_form {H : Matrix n n ℝ} {m : n} {E : ℝ} (hdet : (shifted H E).det ≠ 0) :
    ((shifted H E)⁻¹ m m ≠ 0 ↔ nodeDet H m E ≠ 0) ∧
      (nodeDet H m E ≠ 0 → mismatch H m E * (shifted H E)⁻¹ m m = 1 ∧
        ∀ i, (shifted H E)⁻¹ m m * matched H m E i = (shifted H E)⁻¹ i m) := by
  have hR : ∀ i j, (shifted H E)⁻¹ i j = (shifted H E).adjugate i j / (shifted H E).det := by
    intro i j
    rw [Matrix.inv_def, Ring.inverse_eq_inv', Matrix.smul_apply, smul_eq_mul, div_eq_inv_mul]
  have hg : (shifted H E)⁻¹ m m = nodeDet H m E / (shifted H E).det := hR m m
  refine ⟨?_, fun ha => ⟨?_, fun i => ?_⟩⟩
  · rw [hg, div_ne_zero_iff]
    exact and_iff_left hdet
  · rw [hg, mismatch]
    field_simp
  · rw [hg, hR i m, matched]
    field_simp

/-- If the cofactor at `m` is nonzero, then `⟨w, H u⟩ = E ⟨w, u⟩ + F(E)` for the matched
function `u` and every vector `w` that equals one at `m`. -/
lemma pairing {H : Matrix n n ℝ} {m : n} {E : ℝ} (ha : nodeDet H m E ≠ 0)
    {w : n → ℝ} (hw : w m = 1) :
    w ⬝ᵥ H *ᵥ matched H m E = E * (w ⬝ᵥ matched H m E) + mismatch H m E := by
  have h := (matched_spec ha).2
  rw [shifted_mulVec, sub_eq_iff_eq_add] at h
  rw [h, dotProduct_add, dotProduct_single, dotProduct_smul, hw, smul_eq_mul]
  ring

/-- For symmetric `H` and two energies with nonzero cofactor at `m`, the change of the mismatch
is minus the energy difference times the overlap of the two matched functions. -/
theorem mismatch_sub {H : Matrix n n ℝ} (hH : H.IsSymm) {m : n} {E E' : ℝ}
    (ha : nodeDet H m E ≠ 0) (ha' : nodeDet H m E' ≠ 0) :
    mismatch H m E' - mismatch H m E =
      -(E' - E) * (matched H m E ⬝ᵥ matched H m E') := by
  have p1 := pairing ha (matched_spec ha').1
  have p2 := pairing ha' (matched_spec ha).1
  -- symmetry of the Hamiltonian
  have key : matched H m E' ⬝ᵥ H *ᵥ matched H m E =
      matched H m E ⬝ᵥ H *ᵥ matched H m E' := by
    rw [Matrix.dotProduct_mulVec (matched H m E'), ← Matrix.mulVec_transpose, hH.eq,
      dotProduct_comm]
  have hs := dotProduct_comm (matched H m E') (matched H m E)
  linear_combination p1 - p2 - key + E * hs

/-- For symmetric `H` and nonzero cofactor at `m`, the slope of the mismatch is minus the squared
norm of the matched function: `F'(E) = -⟨u, u⟩`. -/
theorem hasDerivAt_mismatch {H : Matrix n n ℝ} (hH : H.IsSymm) {m : n} {E : ℝ}
    (ha : nodeDet H m E ≠ 0) :
    HasDerivAt (mismatch H m) (-(matched H m E ⬝ᵥ matched H m E)) E := by
  have hc : Continuous (fun x : ℝ => shifted H x) :=
    continuous_const.sub (continuous_id.smul continuous_const)
  have hent : ∀ i j, Continuous (fun x : ℝ => (shifted H x).adjugate i j) :=
    fun i j => hc.matrix_adjugate.matrix_elem i j
  have hne : ∀ᶠ x in 𝓝 E, nodeDet H m x ≠ 0 := (hent m m).continuousAt.eventually_ne ha
  have hu : ContinuousAt (fun x => -(matched H m E ⬝ᵥ matched H m x)) E := by
    simp only [dotProduct]
    refine ContinuousAt.neg (tendsto_finsetSum _ fun i _ => ?_)
    exact continuousAt_const.mul ((hent i m).continuousAt.div (hent m m).continuousAt ha)
  -- the difference quotient is minus an overlap, which is continuous in the energy near `E`
  rw [hasDerivAt_iff_tendsto_slope]
  refine (hu.tendsto.mono_left nhdsWithin_le_nhds).congr' ?_
  filter_upwards [hne.filter_mono nhdsWithin_le_nhds, self_mem_nhdsWithin] with x hx hxE
  have hxE' : x - E ≠ 0 := sub_ne_zero.mpr hxE
  rw [slope_def_field, eq_div_iff hxE', mismatch_sub hH ha hx]
  ring

/-- For symmetric `H` and nonzero cofactor at `m`, the Newton step `E - F/F'` for the mismatch
equals the Rayleigh quotient `⟨u, H u⟩/⟨u, u⟩` of the matched function. -/
theorem newton_eq_rayleigh {H : Matrix n n ℝ} (hH : H.IsSymm) {m : n} {E : ℝ}
    (ha : nodeDet H m E ≠ 0) :
    E - mismatch H m E / deriv (mismatch H m) E =
      (matched H m E ⬝ᵥ H *ᵥ matched H m E) / (matched H m E ⬝ᵥ matched H m E) := by
  have h1 := (matched_spec ha).1
  have hN : matched H m E ⬝ᵥ matched H m E ≠ 0 := by
    intro h
    rw [dotProduct_self_eq_zero.mp h] at h1
    simp at h1
  rw [(hasDerivAt_mismatch hH ha).deriv, pairing ha h1, div_neg, sub_neg_eq_add, add_div,
    mul_div_cancel_right₀ _ hN]

/-- Cooley's correction: let `H` be symmetric with nonzero cofactor at `m`, and let `v`, nonzero
at `m`, solve the Schrödinger equation at all other sites. The Newton step adds to `E` the
residual at `m` times `v_m`, divided by `⟨v, v⟩`. -/
theorem cooley_correction {H : Matrix n n ℝ} (hH : H.IsSymm) {m : n} {E : ℝ}
    (ha : nodeDet H m E ≠ 0) {v : n → ℝ} (hm : v m ≠ 0)
    (hv : ∀ i, i ≠ m → (shifted H E *ᵥ v) i = 0) :
    E - mismatch H m E / deriv (mismatch H m) E =
      E + v m * (shifted H E *ᵥ v) m / (v ⬝ᵥ v) := by
  obtain ⟨h1, h2⟩ := matched_spec ha
  obtain ⟨c, hc, rfl⟩ : ∃ c : ℝ, c ≠ 0 ∧ v = c • matched H m E :=
    ⟨v m, hm, eq_smul_matched ha hv⟩
  -- the normalisation constant cancels
  simp only [(hasDerivAt_mismatch hH ha).deriv, Matrix.mulVec_smul, h2, Pi.smul_apply, h1,
    smul_eq_mul, Pi.single_eq_same, smul_dotProduct, dotProduct_smul, mul_one]
  rw [div_neg, sub_neg_eq_add, mul_div_mul_left _ _ hc, mul_div_mul_left _ _ hc]

/-- Where the cofactor at `m` is nonzero, the mismatch vanishes exactly when `E` is an
eigenvalue of `H`. -/
theorem mismatch_eq_zero_iff {H : Matrix n n ℝ} {m : n} {E : ℝ} (ha : nodeDet H m E ≠ 0) :
    mismatch H m E = 0 ↔ ∃ v : n → ℝ, v ≠ 0 ∧ H *ᵥ v = E • v := by
  have h := Matrix.exists_mulVec_eq_zero_iff (M := shifted H E)
  simp only [shifted_mulVec, sub_eq_zero] at h
  rw [h, mismatch, div_eq_zero_iff]
  exact or_iff_left ha

end

end CooleyNewton
```

```lean
#print axioms CooleyNewton.resolvent_form
#print axioms CooleyNewton.newton_eq_rayleigh
#print axioms CooleyNewton.cooley_correction
#print axioms CooleyNewton.mismatch_eq_zero_iff
```

```
'CooleyNewton.resolvent_form' depends on axioms: [propext, Classical.choice, Quot.sound]
'CooleyNewton.newton_eq_rayleigh' depends on axioms: [propext, Classical.choice, Quot.sound]
'CooleyNewton.cooley_correction' depends on axioms: [propext, Classical.choice, Quot.sound]
'CooleyNewton.mismatch_eq_zero_iff' depends on axioms: [propext, Classical.choice, Quot.sound]
```

## From the adjugate to the Newton step

`matched_spec` reads off column $m$ of the adjugate identity. `eq_smul_matched` replaces row $m$ of $H-E$ by $e_m$ using `updateRow`; the new determinant is $d$, so the difference $v-v_mu$ must vanish.

`pairing` is the scalar product with any vector equal to one at $m$. `mismatch_sub` uses it at both energies, and `linear_combination` performs the subtraction after `key` supplies the symmetry. `hasDerivAt_mismatch` identifies the difference quotient with minus the overlap near $E$, where $d$ stays nonzero, and takes the limit by continuity.

`newton_eq_rayleigh` combines this slope with `pairing`. `cooley_correction` writes $v=cu$ and cancels $c$, and `mismatch_eq_zero_iff` uses the determinant criterion for a nonzero null vector.
